# Error accumulated from uncorrelated noise in a linear recursion: covariance and a trace bound for contractions

An error vector starts at X(0) = 0. Each step of a simulation multiplies it by a fixed real matrix A and adds fresh noise:

X(n+1) = A X(n) + W(n).

If the noise vectors W(n) have finite variances and a common covariance matrix Q, and are uncorrelated between different steps, then

Cov X(n) = Σ_{k<n} A^k Q (Aᵀ)^k.

If also ‖A‖ ≤ a < 1 in the spectral norm, the total variance stays bounded for all n:

tr Cov X(n) ≤ tr Q / (1 − a²).

For a linear error model with constant A and ‖A‖ < 1, this limits the scatter that noisy forces can build up. An example is overdamped motion near a harmonic minimum, discretised by the Euler method, if all coordinates have the same friction coefficient, the Hessian is positive definite and the time step is small enough. That the error of a real simulation follows such a recursion is usually a linearisation, and it has to be justified separately.

## The error and its noise

The components of the vectors are labelled by a finite set `ι`, and the randomness lives on a space `Ω`. Opening `Matrix.Norms.L2Operator` makes `‖A‖` the spectral norm, the largest factor by which A stretches a Euclidean length.

```lean
import Mathlib

open MeasureTheory ProbabilityTheory Matrix
open scoped Matrix.Norms.L2Operator

namespace StochasticErrorPropagation

noncomputable section

variable {Ω ι : Type*} [MeasurableSpace Ω] [Fintype ι]
```

The error X(n) is called `state A W n` in Lean. It is defined by the recursion itself, with `*ᵥ` for a matrix acting on a vector.

```lean
/-- The accumulated error: `X(0) = 0` and `X(n+1) = A X(n) + W(n)`. -/
def state (A : Matrix ι ι ℝ) (W : ℕ → Ω → ι → ℝ) : ℕ → Ω → ι → ℝ
  | 0 => fun _ => 0
  | n + 1 => fun ω => A *ᵥ state A W n ω + W n ω
```

For two random vectors X and Y, Cov(X, Y) is the matrix with entries

Cov(X, Y)ᵢⱼ = E[(Xᵢ − E Xᵢ)(Yⱼ − E Yⱼ)],

where E is the mean over the probability measure `μ`. The covariance matrix of X is therefore `crossCov μ X X`.

```lean
/-- The matrix of covariances between the components of two random vectors. -/
def crossCov (μ : Measure Ω) (X Y : Ω → ι → ℝ) : Matrix ι ι ℝ :=
  Matrix.of fun i j => covariance (fun ω => X ω i) (fun ω => Y ω j) μ
```

The noise satisfies three conditions: every component is square-integrable (`MemLp … 2 μ`), every W(n) has covariance Q, and Cov(W(m), W(n)) = 0 for m ≠ n. Components within one step may be correlated, since Q need not be diagonal. Neither independence nor a Gaussian distribution is required.

Zero mean is not required either, because covariances are taken about the mean. The trace thus measures scatter and not bias; it equals the mean-square error when the noise has zero mean.

```lean
/-- Square-integrable noise vectors, each of covariance `Q`, uncorrelated at different steps. -/
structure UncorrelatedNoise (μ : Measure Ω) (W : ℕ → Ω → ι → ℝ) (Q : Matrix ι ι ℝ) : Prop where
  memLp : ∀ n i, MemLp (fun ω => W n ω i) 2 μ
  cov_self : ∀ n, crossCov μ (W n) (W n) = Q
  uncorrelated : ∀ m n, m ≠ n → crossCov μ (W m) (W n) = 0
```

## From one step to the sum

Covariance is linear in its first argument. For square-integrable X, V and Z,

Cov(Σₖ Aᵢₖ Xₖ + Vᵢ, Zⱼ) = Σₖ Aᵢₖ Cov(Xₖ, Zⱼ) + Cov(Vᵢ, Zⱼ),

which in matrix form is Cov(A X + V, Z) = A Cov(X, Z) + Cov(V, Z). The Lean proof builds up the sum over k one term at a time, by induction on a finite set, and then adds V.

```lean
variable {μ : Measure Ω} [IsProbabilityMeasure μ] {W : ℕ → Ω → ι → ℝ} {Q : Matrix ι ι ℝ}

/-- For square-integrable random vectors, `Cov(A X + V, Z) = A Cov(X, Z) + Cov(V, Z)`. -/
theorem crossCov_affine (A : Matrix ι ι ℝ) {X V Z : Ω → ι → ℝ}
    (hX : ∀ i, MemLp (fun ω => X ω i) 2 μ) (hV : ∀ i, MemLp (fun ω => V ω i) 2 μ)
    (hZ : ∀ i, MemLp (fun ω => Z ω i) 2 μ) :
    crossCov μ (fun ω => A *ᵥ X ω + V ω) Z = A * crossCov μ X Z + crossCov μ V Z := by
  classical
  ext i j
  have hL : ∀ s : Finset ι, MemLp (fun ω => ∑ k ∈ s, A i k * X ω k) 2 μ := fun s =>
    memLp_finsetSum s fun k _ => (hX k).const_mul (A i k)
  have hsum : ∀ s : Finset ι,
      covariance (fun ω => ∑ k ∈ s, A i k * X ω k) (fun ω => Z ω j) μ =
        ∑ k ∈ s, A i k * covariance (fun ω => X ω k) (fun ω => Z ω j) μ := by
    intro s
    induction s using Finset.induction_on with
    | empty => simp [covariance]
    | insert k s hk ih =>
      simp only [Finset.sum_insert hk]
      rw [← ih, ← covariance_const_mul_left]
      exact covariance_add_left ((hX k).const_mul (A i k)) (hL s) (hZ j)
  have h := covariance_add_left (hL Finset.univ) (hV i) (hZ j)
  rw [hsum] at h
  simp only [Matrix.add_apply, Matrix.mul_apply]
  exact h
```

The error at step n contains only W(0), …, W(n−1), so it should be uncorrelated with W(m) for every m ≥ n. This holds at n = 0, where the error is constant. If it holds at n and m ≥ n+1, then

Cov(X(n+1), W(m)) = A Cov(X(n), W(m)) + Cov(W(n), W(m)) = 0.

The first term vanishes by the induction hypothesis and the second because m ≠ n. The same induction shows that X(n) has finite variances.

```lean
/-- If the noise satisfies `UncorrelatedNoise`, the error at step `n` has finite variances and is
uncorrelated with all noise that has not yet been added. -/
theorem state_past (hW : UncorrelatedNoise μ W Q) (A : Matrix ι ι ℝ) (n : ℕ) :
    (∀ i, MemLp (fun ω => state A W n ω i) 2 μ) ∧
      ∀ m, n ≤ m → crossCov μ (state A W n) (W m) = 0 := by
  induction n with
  | zero =>
    refine ⟨fun i => memLp_const (0 : ℝ), fun m _ => ?_⟩
    ext i j
    simp [crossCov, state, covariance]
  | succ n ih =>
    refine ⟨fun i => ?_, fun m hm => ?_⟩
    · exact (memLp_finsetSum Finset.univ fun k _ => (ih.1 k).const_mul (A i k)).add
        (hW.memLp n i)
    · have h := crossCov_affine A ih.1 (hW.memLp n) (hW.memLp m)
      rw [ih.2 m (by omega), hW.uncorrelated n m (by omega), Matrix.mul_zero, add_zero] at h
      exact h
```

Write C(n) for Cov(X(n), X(n)). Linearity in the first argument gives

C(n+1) = A Cov(X(n), X(n+1)) + Cov(W(n), X(n+1)).

For the second argument, use Cov(X, Y) = Cov(Y, X)ᵀ, called `comm` in the proof. Since X(n) and W(n) are uncorrelated,

Cov(X(n), X(n+1)) = C(n) Aᵀ,

Cov(W(n), X(n+1)) = Q.

These are `h1` and `h2`, and together they give C(n+1) = A C(n) Aᵀ + Q.

```lean
/-- If the noise satisfies `UncorrelatedNoise` with covariance `Q`, the covariance matrix `C(n)` of
the error at step `n` obeys `C(n+1) = A C(n) Aᵀ + Q`. -/
theorem covariance_step (hW : UncorrelatedNoise μ W Q) (A : Matrix ι ι ℝ) (n : ℕ) :
    crossCov μ (state A W (n + 1)) (state A W (n + 1)) =
      A * crossCov μ (state A W n) (state A W n) * Aᵀ + Q := by
  have comm : ∀ X Y : Ω → ι → ℝ, crossCov μ X Y = (crossCov μ Y X)ᵀ := by
    intro X Y
    ext i j
    simp only [crossCov, Matrix.transpose_apply, Matrix.of_apply]
    rw [covariance_comm]
  have next : ∀ Z : Ω → ι → ℝ, (∀ i, MemLp (fun ω => Z ω i) 2 μ) →
      crossCov μ (state A W (n + 1)) Z =
        A * crossCov μ (state A W n) Z + crossCov μ (W n) Z := fun Z hZ =>
    crossCov_affine A (state_past hW A n).1 (hW.memLp n) hZ
  have h0 := (state_past hW A n).2 n le_rfl
  -- the old error and the fresh noise, each against the new error
  have h1 : crossCov μ (state A W n) (state A W (n + 1)) =
      crossCov μ (state A W n) (state A W n) * Aᵀ := by
    rw [comm, next _ (state_past hW A n).1, comm (W n), h0, Matrix.transpose_zero, add_zero,
      Matrix.transpose_mul, ← comm]
  have h2 : crossCov μ (W n) (state A W (n + 1)) = Q := by
    rw [comm, next _ (hW.memLp n), h0, Matrix.mul_zero, zero_add, ← comm, hW.cov_self]
  rw [next _ (state_past hW A (n + 1)).1, h1, h2, Matrix.mul_assoc]
```

The sum follows by induction. It is empty at n = 0, where C(0) = 0. Inserting it into the recursion raises each power by one:

A (Σ_{k<n} A^k Q (Aᵀ)^k) Aᵀ + Q = Σ_{k<n} A^(k+1) Q (Aᵀ)^(k+1) + Q.

The lone Q is the k = 0 term of the sum over k < n+1, which `Finset.sum_range_succ'` splits off. No bound on A is used, so the formula also holds for growing errors.

```lean
variable [DecidableEq ι]

/-- If the noise satisfies `UncorrelatedNoise` with covariance `Q`, the covariance matrix of the
error at step `n` is the sum over `k < n` of `A^k Q (Aᵀ)^k`. -/
theorem covariance_state (hW : UncorrelatedNoise μ W Q) (A : Matrix ι ι ℝ) (n : ℕ) :
    crossCov μ (state A W n) (state A W n) = ∑ k ∈ Finset.range n, A ^ k * Q * Aᵀ ^ k := by
  induction n with
  | zero =>
    ext i j
    simp [crossCov, state, covariance]
  | succ n ih =>
    rw [covariance_step hW, ih, Finset.sum_range_succ', Finset.mul_sum, Finset.sum_mul]
    congr 1
    · refine Finset.sum_congr rfl fun k _ => ?_
      rw [pow_succ' A, pow_succ Aᵀ]
      simp only [Matrix.mul_assoc]
    · simp
```

## Why a contraction keeps the variance bounded

Let X be a square-integrable random vector with covariance matrix C, and let Y = X − E X be its fluctuation. For any square matrix B,

tr(B C Bᵀ) = Σᵢⱼₖ Bᵢⱼ E[Yⱼ Yₖ] Bᵢₖ = E|B Y|².

This is `key`; most of its proof exchanges finite sums with the integral. Taking B = A and B = 1, and using |A Y| ≤ ‖A‖ |Y| ≤ a |Y| at each outcome, gives

tr(A C Aᵀ) = E|A Y|² ≤ a² E|Y|² = a² tr C.

```lean
/-- If `‖A‖ ≤ a` in the spectral norm, then `tr(A C Aᵀ) ≤ a² tr C` for the covariance
matrix `C` of a square-integrable random vector. -/
theorem trace_contraction {A : Matrix ι ι ℝ} {a : ℝ} (hA : ‖A‖ ≤ a) {X : Ω → ι → ℝ}
    (hX : ∀ i, MemLp (fun ω => X ω i) 2 μ) :
    (A * crossCov μ X X * Aᵀ).trace ≤ a ^ 2 * (crossCov μ X X).trace := by
  let Y : Ω → ι → ℝ := fun ω i => X ω i - ∫ ω', X ω' i ∂μ
  have hY : ∀ i, MemLp (fun ω => Y ω i) 2 μ := fun i => (hX i).sub (memLp_const _)
  have hint : ∀ j k, Integrable (fun ω => Y ω j * Y ω k) μ := fun j k =>
    (hY j).integrable_mul (hY k)
  have hsq : ∀ B : Matrix ι ι ℝ, Integrable (fun ω => ∑ i, (B *ᵥ Y ω) i ^ 2) μ := fun B =>
    integrable_finsetSum _ fun i _ =>
      (memLp_finsetSum Finset.univ fun j _ => (hY j).const_mul (B i j)).integrable_sq
  -- the trace is the mean square length of the transformed fluctuation
  have key : ∀ B : Matrix ι ι ℝ,
      (B * crossCov μ X X * Bᵀ).trace = ∫ ω, ∑ i, (B *ᵥ Y ω) i ^ 2 ∂μ := by
    intro B
    have expand : ∀ ω, ∑ i, (B *ᵥ Y ω) i ^ 2 =
        ∑ i, ∑ k, ∑ j, B i j * B i k * (Y ω j * Y ω k) := by
      intro ω
      refine Finset.sum_congr rfl fun i _ => ?_
      simp only [Matrix.mulVec, dotProduct, sq, Finset.sum_mul_sum]
      rw [Finset.sum_comm]
      exact Finset.sum_congr rfl fun k _ => Finset.sum_congr rfl fun j _ => by ring
    simp only [expand]
    rw [integral_finsetSum _ fun i _ => integrable_finsetSum _ fun k _ =>
      integrable_finsetSum _ fun j _ => (hint j k).const_mul _]
    simp only [Matrix.trace, Matrix.diag_apply, Matrix.mul_apply, Matrix.transpose_apply,
      Finset.sum_mul]
    refine Finset.sum_congr rfl fun i _ => ?_
    rw [integral_finsetSum _ fun k _ =>
      integrable_finsetSum _ fun j _ => (hint j k).const_mul _]
    refine Finset.sum_congr rfl fun k _ => ?_
    rw [integral_finsetSum _ fun j _ => (hint j k).const_mul _]
    refine Finset.sum_congr rfl fun j _ => ?_
    rw [integral_const_mul]
    change B i j * (∫ ω, Y ω j * Y ω k ∂μ) * B i k = _
    ring
  have h1 := key 1
  simp only [Matrix.one_mul, Matrix.transpose_one, Matrix.mul_one, Matrix.one_mulVec] at h1
  rw [key A, h1, ← integral_const_mul]
  refine integral_mono (hsq A) (Integrable.const_mul (by simpa using hsq 1) _) fun ω => ?_
  -- pointwise, `A` stretches lengths by at most `a`
  have h : ‖(WithLp.toLp 2 (A *ᵥ Y ω) : EuclideanSpace ℝ ι)‖ ≤
      ‖A‖ * ‖(WithLp.toLp 2 (Y ω) : EuclideanSpace ℝ ι)‖ :=
    Matrix.l2_opNorm_mulVec A (WithLp.toLp 2 (Y ω))
  have h' := pow_le_pow_left₀ (norm_nonneg _)
    (h.trans (mul_le_mul_of_nonneg_right hA (norm_nonneg _))) 2
  simpa only [mul_pow, EuclideanSpace.norm_sq_eq, Real.norm_eq_abs, sq_abs] using h'
```

Since 0 ≤ ‖A‖ ≤ a < 1, the number 1 − a² is positive. Also tr Q ≥ 0, as a sum of variances, so the bound holds at n = 0. If it holds at n, then

tr C(n+1) ≤ a² tr C(n) + tr Q ≤ a² tr Q / (1 − a²) + tr Q = tr Q / (1 − a²).

The Lean induction follows these lines, and `linarith` combines the inequalities.

```lean
/-- If the noise satisfies `UncorrelatedNoise` with covariance `Q`, and `‖A‖ ≤ a < 1` in the
spectral norm, the total variance of the accumulated error is at most `tr Q / (1 - a²)` at every
step. -/
theorem trace_covariance_le (hW : UncorrelatedNoise μ W Q) {A : Matrix ι ι ℝ} {a : ℝ}
    (hA : ‖A‖ ≤ a) (ha : a < 1) (n : ℕ) :
    (crossCov μ (state A W n) (state A W n)).trace ≤ Q.trace / (1 - a ^ 2) := by
  have ha0 : 0 ≤ a := (norm_nonneg A).trans hA
  have hpos : 0 < 1 - a ^ 2 := by nlinarith
  have hQ : 0 ≤ Q.trace := by
    rw [← hW.cov_self 0]
    exact Finset.sum_nonneg fun i _ => integral_nonneg fun ω => mul_self_nonneg _
  induction n with
  | zero =>
    rw [covariance_state hW]
    simpa using div_nonneg hQ hpos.le
  | succ n ih =>
    rw [covariance_step hW, Matrix.trace_add]
    have h1 := trace_contraction hA (state_past hW A n).1
    have h2 := mul_le_mul_of_nonneg_left ih (sq_nonneg a)
    have h3 : Q.trace / (1 - a ^ 2) * (1 - a ^ 2) = Q.trace := div_mul_cancel₀ _ hpos.ne'
    linarith
```

The bound can fail if noise at different steps is allowed to be correlated. Take one component, A = a = 1/2, and the same random number ξ of variance 1 as the noise at every step. Then X(2) = (3/2) ξ has variance 9/4, whereas the bound would give 4/3. A repeated error adds in amplitude, not in variance.

## Gaussian noise as an example

Draw an independent standard Gaussian number for every pair (n, i) of step and component. Each has variance 1, and numbers with different labels have covariance 0, so the noise conditions hold with Q = 1, the identity matrix. With d components, the trace bound then reads d/(1 − a²).

In Lean the draws are the coordinates of an infinite product of Gaussian measures. The variance comes from the distribution of a single coordinate, and the vanishing covariances come from independence.

```lean
omit [Fintype ι] in
/-- Independent standard Gaussian components, drawn afresh at every step, are
uncorrelated noise whose covariance is the identity. -/
theorem uncorrelatedNoise_witness :
    UncorrelatedNoise (Measure.infinitePi fun _ : ℕ × ι => gaussianReal 0 1)
      (fun n ω i => ω (n, i)) (1 : Matrix ι ι ℝ) := by
  have hp : ∀ p : ℕ × ι, MeasurePreserving (fun ω : ℕ × ι → ℝ => ω p)
      (Measure.infinitePi fun _ => gaussianReal 0 1) (gaussianReal 0 1) := fun p =>
    measurePreserving_eval_infinitePi (fun _ : ℕ × ι => gaussianReal 0 1) p
  have hL : ∀ p : ℕ × ι, MemLp (fun ω : ℕ × ι → ℝ => ω p) 2
      (Measure.infinitePi fun _ => gaussianReal 0 1) := fun p =>
    (memLp_id_gaussianReal 2).comp_measurePreserving (hp p)
  have hind : iIndepFun (fun (p : ℕ × ι) (ω : ℕ × ι → ℝ) => ω p)
      (Measure.infinitePi fun _ => gaussianReal 0 1) :=
    iIndepFun_infinitePi (X := fun _ x => x) fun _ => measurable_id
  have hcov : ∀ p q : ℕ × ι, covariance (fun ω : ℕ × ι → ℝ => ω p) (fun ω => ω q)
      (Measure.infinitePi fun _ => gaussianReal 0 1) = if p = q then 1 else 0 := by
    intro p q
    split_ifs with h
    · subst h
      have hv : variance id (gaussianReal 0 1) = 1 := by simp [variance_id_gaussianReal]
      rw [← (hp p).map_eq, variance_map aemeasurable_id (hp p).measurable.aemeasurable] at hv
      rw [covariance_self (hp p).measurable.aemeasurable]
      exact hv
    · exact (hind.indepFun h).covariance_eq_zero (hL p) (hL q)
  refine ⟨fun n i => hL (n, i), fun n => ?_, fun m n hmn => ?_⟩
  · ext i j
    exact (hcov (n, i) (n, j)).trans (by simp [Matrix.one_apply])
  · ext i j
    exact (hcov (m, i) (n, j)).trans (by simp [hmn])

end

end StochasticErrorPropagation
```

```lean
#print axioms StochasticErrorPropagation.trace_covariance_le
-- 'StochasticErrorPropagation.trace_covariance_le' depends on axioms: [propext, Classical.choice, Quot.sound]
```
